# The ladder relations of angular momentum do not by themselves quantize j

Measuring one component of a spin gives, in units of ħ, one of the values j, j−1, …, −j, with 2j a natural number (zero included). The usual derivation uses the commutators of Jz and J± = Jx ± iJy, a highest state, and an inner product. Are the commutators and the highest state enough?

In Lean 4 with Mathlib:

```lean
import Mathlib

open Finsupp

namespace LadderWithoutQuantization

noncomputable section
```

With ħ = 1, `IsLadder Z P M` states the three commutators on any complex vector space. The letters `Z`, `P`, `M` stand for Jz, J₊, J₋, and products are compositions.

```lean
/-- The ladder relations `[Jz, J+] = J+`, `[Jz, J-] = -J-`, `[J+, J-] = 2 Jz` for operators
`Z`, `P`, `M` in the roles of `Jz`, `J+`, `J-`. -/
structure IsLadder {V : Type*} [AddCommGroup V] [Module ℂ V] (Z P M : Module.End ℂ V) :
    Prop where
  zp : Z * P - P * Z = P
  zm : Z * M - M * Z = -M
  pm : P * M - M * P = (2 : ℂ) • Z
```

The trial states are finite combinations of e₀, e₁, e₂, …, written `ℕ →₀ ℂ`. No inner product is given, so the eₖ are not normalised. For a complex number j, set

J₋eₖ = eₖ₊₁, Jz eₖ = (j−k)eₖ, J₊e₀ = 0, J₊eₖ₊₁ = cₖeₖ, where cₖ = (k+1)(2j−k).

`linearCombination` extends these values linearly.

```lean
/-- The basis state `e_k` of the space of finitely supported sequences. -/
def e (k : ℕ) : ℕ →₀ ℂ := single k 1

/-- The lowering operator, `J- e_k = e_(k+1)`. -/
def Jm : Module.End ℂ (ℕ →₀ ℂ) := linearCombination ℂ (fun k => e (k + 1))

/-- The weight operator, `Jz e_k = (j - k) e_k`. -/
def Jz (j : ℂ) : Module.End ℂ (ℕ →₀ ℂ) := linearCombination ℂ (fun k => (j - (k : ℂ)) • e k)

/-- The images of the basis states under `J+`: zero for `e_0`, and `(k+1)(2j-k) e_k` for
`e_(k+1)`. -/
def raised (j : ℂ) : ℕ → (ℕ →₀ ℂ)
  | 0 => 0
  | k + 1 => (((k : ℂ) + 1) * (2 * j - k)) • e k

/-- The raising operator, the linear map that sends each `e_k` to `raised j k`. -/
def Jp (j : ℂ) : Module.End ℂ (ℕ →₀ ℂ) := linearCombination ℂ (raised j)
```

(a) Show that linear operators agreeing on every eₖ are equal, and that

J₊J₋eₖ = cₖeₖ.

Solution. Every state is a finite sum of multiples of the eₖ, which gives the first claim, `ext_e`. For the second, J₊J₋eₖ = J₊eₖ₊₁ = cₖeₖ.

```lean
private lemma Jm_e (k : ℕ) : Jm (e k) = e (k + 1) := by
  simp [Jm, e]

private lemma Jz_e (j : ℂ) (k : ℕ) : Jz j (e k) = (j - (k : ℂ)) • e k := by
  simp [Jz, e]

private lemma Jp_zero (j : ℂ) : Jp j (e 0) = 0 := by
  rw [Jp, e, linearCombination_single, one_smul, raised]

private lemma Jp_succ (j : ℂ) (k : ℕ) :
    Jp j (e (k + 1)) = (((k : ℂ) + 1) * (2 * j - k)) • e k := by
  rw [Jp, e, linearCombination_single, one_smul, raised]

private lemma Jp_Jm_e (j : ℂ) (k : ℕ) :
    Jp j (Jm (e k)) = (((k : ℂ) + 1) * (2 * j - k)) • e k := by
  rw [Jm_e, Jp_succ]

private lemma single_eq (k : ℕ) (b : ℂ) : single k b = b • e k := by
  simp [e]

private lemma ext_e {A B : Module.End ℂ (ℕ →₀ ℂ)} (h : ∀ k, A (e k) = B (e k)) : A = B := by
  refine Finsupp.lhom_ext fun k b => ?_
  rw [single_eq, map_smul, map_smul, h]
```

(b) Verify, for every complex j,

[Jz,J₊] = J₊, [Jz,J₋] = −J₋, [J₊,J₋] = 2Jz.

Solution. By (a), basis states suffice:

[Jz,J₊]eₖ₊₁ = ((j−k) − (j−k−1))cₖeₖ = J₊eₖ₊₁

[Jz,J₋]eₖ = ((j−k−1) − (j−k))eₖ₊₁ = −J₋eₖ

[J₊,J₋]eₖ₊₁ = (cₖ₊₁ − cₖ)eₖ₊₁ = 2(j−k−1)eₖ₊₁

On e₀ the first commutator gives 0 and the third gives c₀e₀ = 2je₀. The code makes the same case split, and `module` compares the coefficients.

```lean
/-- The operators on sequences obey the ladder relations for every complex `j`. -/
theorem isLadder (j : ℂ) : IsLadder (Jz j) (Jp j) Jm where
  zp := ext_e fun k => by
    rcases k with _ | k
    · simp only [LinearMap.sub_apply, Module.End.mul_apply, Jz_e, Jp_zero, map_smul, map_zero,
        smul_zero, sub_zero]
    · simp only [LinearMap.sub_apply, Module.End.mul_apply, Jz_e, Jp_succ, map_smul]
      push_cast
      module
  zm := ext_e fun k => by
    simp only [LinearMap.sub_apply, LinearMap.neg_apply, Module.End.mul_apply, Jz_e, Jm_e,
      map_smul]
    push_cast
    module
  pm := ext_e fun k => by
    rcases k with _ | k
    · rw [LinearMap.sub_apply, Module.End.mul_apply, Module.End.mul_apply, Jp_Jm_e, Jp_zero,
        map_zero, LinearMap.smul_apply, Jz_e]
      push_cast
      module
    · rw [LinearMap.sub_apply, Module.End.mul_apply, Module.End.mul_apply, Jp_Jm_e, Jp_succ,
        map_smul, Jm_e, LinearMap.smul_apply, Jz_e]
      push_cast
      module
```

(c) Show that the square of the total angular momentum, J² = Jx² + Jy² + Jz² = J₋J₊ + Jz² + Jz, satisfies

J² = j(j+1) on every state.

Solution. On e₀ the sum is j² + j. On eₖ₊₁ it is

(k+1)(2j−k) + (j−k−1)² + (j−k−1) = j(j+1).

```lean
/-- The total angular momentum `J² = J- J+ + Jz² + Jz` is the number `j(j+1)` on the whole
sequence space. -/
theorem casimir (j : ℂ) :
    Jm * Jp j + Jz j * Jz j + Jz j = (j * (j + 1)) • (1 : Module.End ℂ (ℕ →₀ ℂ)) :=
  ext_e fun k => by
    rcases k with _ | k
    · simp only [LinearMap.add_apply, LinearMap.smul_apply, Module.End.mul_apply,
        Module.End.one_apply, Jz_e, Jp_zero, map_smul, map_zero]
      push_cast
      module
    · simp only [LinearMap.add_apply, LinearMap.smul_apply, Module.End.mul_apply,
        Module.End.one_apply, Jz_e, Jp_succ, Jm_e, map_smul]
      push_cast
      module
```

(d) Show that

J₋x = J₋y implies x = y.

Solution. Let L send eₖ₊₁ to eₖ and e₀ to e₀. Then LJ₋eₖ = eₖ, so LJ₋ = 1; apply L to both sides.

```lean
/-- The lowering operator on sequences annihilates no nonzero state: it is injective. -/
theorem Jm_injective : Function.Injective Jm := by
  -- shifting the sequence back is a left inverse
  let L : Module.End ℂ (ℕ →₀ ℂ) := linearCombination ℂ (fun k => e (k - 1))
  have h : L * Jm = 1 := ext_e fun k => by
    rw [Module.End.mul_apply, Jm_e]
    simp [L, e]
  exact Function.LeftInverse.injective (g := L) fun x => LinearMap.congr_fun h x
```

(e) Show that j = 1/3 is allowed, with a nonzero e₀ satisfying

J₊e₀ = 0, Jz e₀ = e₀/3.

Solution. Put j = 1/3 in the definitions and in (b) and (d). If 2/3 were a natural number n, then 2 = 3n, which is impossible.

```lean
/-- The ladder relations do not quantize `j`: at `j = 1/3` they hold, `e_0` is a nonzero state
with `J+ e_0 = 0` and `Jz e_0 = e_0/3`, `J-` is injective, and `2j` is not a natural number. -/
theorem one_third_allowed :
    IsLadder (Jz (1 / 3)) (Jp (1 / 3)) Jm ∧ e 0 ≠ 0 ∧ Jp (1 / 3) (e 0) = 0 ∧
      Jz (1 / 3) (e 0) = (1 / 3 : ℂ) • e 0 ∧ Function.Injective Jm ∧
      ∀ n : ℕ, 2 * (1 / 3 : ℂ) ≠ n := by
  refine ⟨isLadder _, by simp [e], Jp_zero _, by simp [Jz_e], Jm_injective, fun n h => ?_⟩
  have h1 : (2 : ℂ) = 3 * n := by linear_combination 3 * h
  have h2 : 2 = 3 * n := by exact_mod_cast h1
  omega
```

(f) For x = Σ xₖeₖ, derive

(J₊x)ₖ = cₖxₖ₊₁.

Solution. Only the term xₖ₊₁eₖ₊₁ contributes to eₖ. The code checks single terms and extends to sums by linearity.

```lean
private lemma Jp_coord (j : ℂ) (x : ℕ →₀ ℂ) (k : ℕ) :
    Jp j x k = ((k : ℂ) + 1) * (2 * j - k) * x (k + 1) := by
  refine Finsupp.induction_linear x ?_ ?_ ?_
  · simp
  · intro f g hf hg
    rw [map_add, Finsupp.add_apply, Finsupp.add_apply, hf, hg]
    ring
  · intro a b
    rw [single_eq, map_smul]
    rcases a with _ | a
    · rw [Jp_zero]
      simp [e]
    · rw [Jp_succ]
      by_cases h : a = k
      · subst h
        simp only [e, Finsupp.smul_apply, Finsupp.single_eq_same, smul_eq_mul]
        ring
      · simp [e, h]
```

(g) Prove that the solutions of J₊x = 0 are all multiples of e₀ exactly when

2j ≠ n for every natural n.

Solution. If 2j = n, then cₙ = 0 and eₙ₊₁ is another solution. Otherwise no cₖ vanishes, so (f) gives xₖ₊₁ = 0 for all k.

```lean
/-- In the sequence space the states annihilated by `J+` are all multiples of `e_0` exactly when
`2j` is not a natural number. -/
theorem highest_unique_iff (j : ℂ) :
    (∀ x, Jp j x = 0 → ∃ c : ℂ, x = c • e 0) ↔ ∀ n : ℕ, 2 * j ≠ n := by
  constructor
  · intro h n hn
    -- for 2j = n the state e_(n+1) is a second highest state
    obtain ⟨c, hc⟩ := h (e (n + 1)) (by rw [Jp_succ, hn, sub_self, mul_zero, zero_smul])
    have := DFunLike.congr_fun hc (n + 1)
    simp [e] at this
  · intro h x hx
    refine ⟨x 0, Finsupp.ext fun k => ?_⟩
    rcases k with _ | k
    · simp [e]
    · have h1 := Jp_coord j x k
      rw [hx, Finsupp.zero_apply] at h1
      have h2 : ((k : ℂ) + 1) * (2 * j - k) ≠ 0 :=
        mul_ne_zero (Nat.cast_add_one_ne_zero k) (sub_ne_zero.mpr (h k))
      have h3 : x (k + 1) = 0 := (mul_eq_zero.mp h1.symm).resolve_left h2
      simp [e, h3]
```

(h) In any ladder representation, let Jz v = jv. Show that

Jz J₋ᵏv = (j−k)J₋ᵏv.

Solution. This holds at k = 0. Since JzJ₋ = J₋Jz − J₋, each further J₋ lowers the eigenvalue by one.

```lean
section Termination

variable {V : Type*} [AddCommGroup V] [Module ℂ V] {Z P M : Module.End ℂ V} {j : ℂ} {v : V}

private lemma weight (h : IsLadder Z P M) (hZ : Z v = j • v) (k : ℕ) :
    Z ((M ^ k) v) = (j - (k : ℂ)) • (M ^ k) v := by
  induction k with
  | zero => simp [hZ]
  | succ k ih =>
    have h1 := LinearMap.congr_fun h.zm ((M ^ k) v)
    simp only [LinearMap.sub_apply, LinearMap.neg_apply, Module.End.mul_apply, ih,
      map_smul] at h1
    rw [pow_succ', Module.End.mul_apply]
    simp only [Nat.cast_add, Nat.cast_one]
    linear_combination (norm := module) h1
```

(i) If also J₊v = 0, show that

J₊J₋ᵏ⁺¹v = cₖJ₋ᵏv.

Solution. First, J₊J₋v = J₋J₊v + 2Jz v = 2jv. For the induction step, (h) gives

J₊J₋ᵏ⁺²v = (cₖ + 2(j−k−1))J₋ᵏ⁺¹v = cₖ₊₁J₋ᵏ⁺¹v.

```lean
/-- In any ladder representation, if `J+ v = 0` and `Jz v = j v`, then
`J+ J-^(k+1) v = (k+1)(2j-k) J-^k v`. -/
theorem raise_lowered (h : IsLadder Z P M) (hP : P v = 0) (hZ : Z v = j • v) (k : ℕ) :
    P ((M ^ (k + 1)) v) = (((k : ℂ) + 1) * (2 * j - k)) • (M ^ k) v := by
  induction k with
  | zero =>
    have h1 := LinearMap.congr_fun h.pm v
    simp only [LinearMap.sub_apply, LinearMap.smul_apply, Module.End.mul_apply, hP, hZ,
      map_zero, sub_zero] at h1
    simp only [zero_add, pow_one, pow_zero, Module.End.one_apply, Nat.cast_zero]
    rw [h1]
    module
  | succ k ih =>
    have h1 := LinearMap.congr_fun h.pm ((M ^ (k + 1)) v)
    have hw : M ((M ^ k) v) = (M ^ (k + 1)) v := by rw [pow_succ', Module.End.mul_apply]
    simp only [LinearMap.sub_apply, LinearMap.smul_apply, Module.End.mul_apply, ih,
      weight h hZ (k + 1), map_smul, hw] at h1
    rw [pow_succ' M (k + 1), Module.End.mul_apply]
    simp only [Nat.cast_add, Nat.cast_one] at h1 ⊢
    linear_combination (norm := module) h1
```

(j) Suppose moreover that v ≠ 0 and some power of J₋ annihilates v. Show that

2j = m for some natural m.

Solution. Let J₋ᵐv be the last nonzero state. By (i), 0 = cₘJ₋ᵐv, so cₘ = 0 and 2j = m. That the ladder ends is assumed here; for a physical spin the inner product guarantees it, as the closing paragraph argues.

```lean
/-- A ladder that ends is quantized: if a nonzero `v` has `J+ v = 0` and `Jz v = j v`, and some
power of `J-` annihilates `v`, then `2j` is a natural number. -/
theorem quantized_of_terminates (h : IsLadder Z P M) (hv : v ≠ 0) (hP : P v = 0)
    (hZ : Z v = j • v) (n : ℕ) (hn : (M ^ n) v = 0) : ∃ m : ℕ, 2 * j = m := by
  induction n with
  | zero => exact absurd (by simpa using hn) hv
  | succ n ih =>
    by_cases h0 : (M ^ n) v = 0
    · exact ih h0
    · -- the last nonzero state forces the ladder coefficient to vanish
      have h1 := raise_lowered h hP hZ n
      rw [hn, map_zero] at h1
      have h2 := (smul_eq_zero.mp h1.symm).resolve_right h0
      exact ⟨n, sub_eq_zero.mp ((mul_eq_zero.mp h2).resolve_left (Nat.cast_add_one_ne_zero n))⟩

end Termination
```

(k) Show that for no complex j does the sequence space have a positive definite sesquilinear form with

⟨J₋x, y⟩ = ⟨x, J₊y⟩.

Solution. Such a form, `B` in the code and conjugate-linear in its first slot, would give

⟨eₙ₊₁,eₙ₊₁⟩ = ⟨eₙ,J₊eₙ₊₁⟩ = cₙ⟨eₙ,eₙ⟩.

For n > 2 Re j the real part of cₙ is negative, while both squared norms are positive.

```lean
/-- For no complex `j` does the sequence space carry a positive definite sesquilinear form for
which `J+` is the adjoint of `J-`. -/
theorem no_inner_product (j : ℂ) :
    ¬ ∃ B : (ℕ →₀ ℂ) →ₗ⋆[ℂ] (ℕ →₀ ℂ) →ₗ[ℂ] ℂ,
      (∀ x, x ≠ 0 → 0 < (B x x).re ∧ (B x x).im = 0) ∧
      ∀ x y, B (Jm x) y = B x (Jp j y) := by
  rintro ⟨B, hpos, hadj⟩
  obtain ⟨n, hn⟩ := exists_nat_gt (2 * j.re)
  have he : ∀ k, e k ≠ 0 := fun k => by simp [e]
  -- the squared norm of e_(n+1) is (n+1)(2j-n) times that of e_n
  have h1 := hadj (e n) (e (n + 1))
  rw [Jm_e, Jp_succ, map_smul, smul_eq_mul] at h1
  have hc : (((n : ℂ) + 1) * (2 * j - n)).re = ((n : ℝ) + 1) * (2 * j.re - n) := by simp
  have h2 := congrArg Complex.re h1
  rw [Complex.mul_re, (hpos _ (he n)).2, mul_zero, sub_zero, hc] at h2
  have h3 : ((n : ℝ) + 1) * (2 * j.re - n) < 0 :=
    mul_neg_of_pos_of_neg (by positivity) (by linarith)
  have h4 := mul_neg_of_neg_of_pos h3 (hpos _ (he n)).1
  have h5 := (hpos _ (he (n + 1))).1
  linarith

end

end LadderWithoutQuantization
```

```lean
#print axioms LadderWithoutQuantization.one_third_allowed
#print axioms LadderWithoutQuantization.highest_unique_iff
#print axioms LadderWithoutQuantization.quantized_of_terminates
#print axioms LadderWithoutQuantization.no_inner_product
```

```
'LadderWithoutQuantization.one_third_allowed' depends on axioms: [propext, Classical.choice, Quot.sound]
'LadderWithoutQuantization.highest_unique_iff' depends on axioms: [propext, Classical.choice, Quot.sound]
'LadderWithoutQuantization.quantized_of_terminates' depends on axioms: [propext, Classical.choice, Quot.sound]
'LadderWithoutQuantization.no_inner_product' depends on axioms: [propext, Classical.choice, Quot.sound]
```

A neighbouring result follows from the same norm argument, though it is argued here in prose and not in the code. Take any ladder representation with such a form and a nonzero v obeying J₊v = 0 and Jz v = jv. By (i), the squared norm of J₋ⁿ⁺¹v is cₙ times that of J₋ⁿv, so the states cannot all be nonzero. The ladder ends, and (j) makes 2j a natural number. In quantum mechanics this form is the Hilbert-space inner product. By (k), the sequence model has no inner product for which J₊ is the adjoint of J₋.
